# The one-projector PAW term at zero augmentation charge is the Kleinman-Bylander operator

Take a one-projector PAW Hamiltonian with a nonzero augmentation charge, leave out its overlap operator and diagonalise it as an ordinary matrix. Unless the reference energy happens to be zero, the reference state from which the projector was built is no longer an eigenvector at that energy. With the overlap operator in place, the state satisfies the generalised eigenvalue equation at that energy for every charge. At zero charge the overlap operator is the identity, and the nonlocal term is the Kleinman-Bylander operator of separable pseudopotentials.

These results assume that the potential to be made separable has a nonzero expectation value in the reference state. They concern fixed potentials and a single projector. The PAW transformation to all-electron wave functions is not constructed; PAW enters through its generalised eigenvalue problem.

## The reference state and its potential

States are complex vectors over a finite index set `n`, and operators are square matrices. The inner product ⟨x, y⟩ = Σᵢ conj(xᵢ) yᵢ is the physical one when the basis is orthonormal. In Lean it reads `star x ⬝ᵥ y`, because `⬝ᵥ` itself does not conjugate.

```lean
import Mathlib

open Matrix

namespace PAWKleinmanBylander

noncomputable section

variable {n : Type*} [Fintype n]
```

Let h be the kinetic energy plus the local potential, and let dV be the remaining part of the pseudopotential, which acts on a pseudo partial wave φ. The matrix element of dV in φ is

B = ⟨φ, dV φ⟩.

```lean
/-- The matrix element `B = ⟨φ, dV φ⟩` of the potential `dV` in the pseudo partial wave `φ`. -/
def strength (dV : Matrix n n ℂ) (φ : n → ℂ) : ℂ := star φ ⬝ᵥ (dV *ᵥ φ)
```

The reference state satisfies

(h + dV) φ = e φ, with dV† = dV, e real and B ≠ 0.

Physically, B/⟨φ, φ⟩ is the energy that dV contributes in the state φ, which need not be normalised. If this contribution vanishes, the projector cannot be normalised by it. The condition B ≠ 0 also ensures φ ≠ 0, so the equation describes a genuine eigenvector. The structure `IsReference` collects these assumptions. It does not require h to be Hermitian, since only the Hermiticity of the full Hamiltonian will need that.

```lean
/-- A reference state: `dV` is Hermitian, `φ` is an eigenvector of `h + dV` with real
energy `e`, and `⟨φ, dV φ⟩` does not vanish. -/
structure IsReference (h dV : Matrix n n ℂ) (e : ℝ) (φ : n → ℂ) : Prop where
  hermitian : dV.IsHermitian
  eigen : (h + dV) *ᵥ φ = (e : ℂ) • φ
  nonzero : strength dV φ ≠ 0
```

## Projector, overlap and nonlocal term

Applying e − h to the partial wave gives the vector

χ = (e − h) φ.

```lean
/-- The vector `χ = (e - h) φ`. -/
def residual (h : Matrix n n ℂ) (e : ℝ) (φ : n → ℂ) : n → ℂ := (e : ℂ) • φ - h *ᵥ φ
```

Dividing by B gives the projector function

p = χ/B.

```lean
/-- The PAW projector function `p = χ / B`, meaningful for `B ≠ 0`. -/
def projector (h dV : Matrix n n ℂ) (e : ℝ) (φ : n → ℂ) : n → ℂ :=
  (strength dV φ)⁻¹ • residual h e φ
```

The operator v v† sends x to ⟨v, x⟩ v. Its matrix elements are vᵢ conj(vⱼ).

```lean
/-- The rank-one operator `v v†`. -/
def dyad (v : n → ℂ) : Matrix n n ℂ := vecMulVec v (star v)
```

The augmentation charge q is a real number. In PAW it stands for the squared norm that the all-electron partial wave has in excess of the pseudo partial wave inside the augmentation region. Here it is a free parameter, not computed from such a pair. It enters the overlap operator

S = 1 + q p p†.

```lean
/-- The PAW overlap operator `S = 1 + q p p†` with augmentation charge `q`. -/
def overlap [DecidableEq n] (h dV : Matrix n n ℂ) (e : ℝ) (φ : n → ℂ) (q : ℝ) :
    Matrix n n ℂ :=
  1 + (q : ℂ) • dyad (projector h dV e φ)
```

It also enters the nonlocal term

(B + e q) p p†.

The part e q of the coefficient compensates for the change in the overlap at the reference energy. This form of the coefficient is taken as a definition, not derived from an all-electron problem.

```lean
/-- The nonlocal PAW term `(B + e q) p p†`. -/
def nonlocalTerm (h dV : Matrix n n ℂ) (e : ℝ) (φ : n → ℂ) (q : ℝ) : Matrix n n ℂ :=
  (strength dV φ + (e : ℂ) * (q : ℂ)) • dyad (projector h dV e φ)
```

The Kleinman-Bylander operator is written directly in terms of dV and φ:

dV φ φ† dV / B.

```lean
/-- The Kleinman-Bylander operator `dV φ φ† dV / B`, meaningful for `B ≠ 0`. -/
def kleinmanBylander (dV : Matrix n n ℂ) (φ : n → ℂ) : Matrix n n ℂ :=
  (strength dV φ)⁻¹ • (dV * dyad φ * dV)
```

## The projector is dual to the partial wave

The eigenvalue equation says that e φ = h φ + dV φ. Subtracting h φ gives

χ = e φ − h φ = dV φ.

The proof makes the same substitution: it replaces e φ by (h + dV) φ, distributes the matrix sum and cancels h φ.

```lean
variable {h dV : Matrix n n ℂ} {e : ℝ} {φ : n → ℂ}

/-- For a reference state, `(e - h) φ = dV φ`. -/
theorem residual_eq (H : IsReference h dV e φ) : residual h e φ = dV *ᵥ φ := by
  rw [residual, ← H.eigen, Matrix.add_mulVec, add_sub_cancel_left]
```

Since dV is Hermitian, it can be moved from one side of the inner product to the other:

conj(B) = ⟨dV φ, φ⟩ = ⟨φ, dV φ⟩ = B.

So B is real. In Lean, `Matrix.star_mulVec` turns the conjugate of dV φ into φ† dV†, `hd.eq` replaces dV† by dV, and `Matrix.dotProduct_mulVec` regroups the product.

```lean
/-- The matrix element `B` of a Hermitian potential is real. -/
theorem strength_real (hd : dV.IsHermitian) : star (strength dV φ) = strength dV φ := by
  have h1 : star (dV *ᵥ φ) ⬝ᵥ φ = star (strength dV φ) := by
    rw [Matrix.star_dotProduct]
    rfl
  rw [← h1, Matrix.star_mulVec, hd.eq, ← Matrix.dotProduct_mulVec]
  rfl
```

Duality follows by inserting p = dV φ/B:

⟨p, φ⟩ = ⟨dV φ, φ⟩/conj(B) = B/B = 1.

The proof uses the two preceding results in just these places, and B ≠ 0 in the last cancellation.

```lean
/-- For a reference state, the projector function is dual to `φ`: `⟨p, φ⟩ = 1`. -/
theorem projector_dual (H : IsReference h dV e φ) :
    star (projector h dV e φ) ⬝ᵥ φ = 1 := by
  have h1 : star (dV *ᵥ φ) ⬝ᵥ φ = strength dV φ := by
    rw [Matrix.star_mulVec, H.hermitian.eq, ← Matrix.dotProduct_mulVec]
    rfl
  rw [projector, residual_eq H, star_smul, smul_dotProduct, h1, star_inv₀,
    strength_real H.hermitian, smul_eq_mul, inv_mul_cancel₀ H.nonzero]
```

## Hermiticity and the augmented norm

For any number c and any vector x,

(c p p†) x = c ⟨p, x⟩ p.

This is checked component by component, by moving the common factors into the sum over the second index and comparing the terms.

```lean
/-- A multiple of `p p†` acts on `x` as `c ⟨p, x⟩ p`. -/
theorem smul_dyad_mulVec (c : ℂ) (p x : n → ℂ) :
    (c • dyad p) *ᵥ x = (c * (star p ⬝ᵥ x)) • p := by
  ext i
  simp only [dyad, Matrix.mulVec, dotProduct, Matrix.smul_apply, Matrix.vecMulVec_apply,
    Pi.smul_apply, smul_eq_mul, Finset.mul_sum, Finset.sum_mul]
  exact Finset.sum_congr rfl fun j _ => by ring
```

If h and dV are Hermitian, so is the PAW Hamiltonian h + (B + e q) p p†. The operator p p† is its own adjoint, and its coefficient is real because B, e and q are. This statement does not need the eigenvalue equation. In Lean it also covers B = 0, but only because 1/0 is set to 0 there, so that p vanishes.

```lean
/-- If `h` and `dV` are Hermitian, so is the PAW Hamiltonian `h + (B + e q) p p†`. -/
theorem hamiltonian_isHermitian (hh : h.IsHermitian) (hd : dV.IsHermitian) (q : ℝ) :
    (h + nonlocalTerm h dV e φ q).IsHermitian := by
  refine hh.add ?_
  rw [Matrix.IsHermitian, nonlocalTerm, Matrix.conjTranspose_smul, star_add,
    strength_real hd, star_mul', Complex.star_def, Complex.conj_ofReal, Complex.conj_ofReal,
    dyad, Matrix.conjTranspose_vecMulVec, star_star]
```

By duality, S acts on the partial wave as

S φ = φ + q ⟨p, φ⟩ p = φ + q p.

Since ⟨φ, p⟩ = conj(⟨p, φ⟩) = 1, taking the inner product with φ gives

⟨φ, S φ⟩ = ⟨φ, φ⟩ + q.

This is the role expected of an augmentation charge: it adds the missing squared norm to that of the pseudo partial wave.

```lean
/-- For a reference state, the squared PAW norm of `φ` is its plain squared norm plus the
augmentation charge: `⟨φ, S φ⟩ = ⟨φ, φ⟩ + q`. -/
theorem overlap_norm [DecidableEq n] (H : IsReference h dV e φ) (q : ℝ) :
    star φ ⬝ᵥ (overlap h dV e φ q *ᵥ φ) = star φ ⬝ᵥ φ + (q : ℂ) := by
  have h1 : star φ ⬝ᵥ projector h dV e φ = 1 := by
    rw [Matrix.star_dotProduct, projector_dual H, star_one]
  rw [overlap, Matrix.add_mulVec, Matrix.one_mulVec, smul_dyad_mulVec, projector_dual H,
    dotProduct_add, dotProduct_smul, h1, smul_eq_mul, mul_one, mul_one]
```

## The generalised eigenvalue equation for every charge

From χ = B p and the definition of χ,

h φ = e φ − B p.

The nonlocal term acts on φ as (B + e q) p, again by duality. Adding the two gives

[h + (B + e q) p p†] φ = e φ − B p + (B + e q) p = e (φ + q p) = e S φ.

The `have` line in the proof is the formula for h φ. The rewrites expand both sides by the action of p p†, and `module` carries out the remaining linear algebra in φ and p.

```lean
/-- For a reference state, `φ` solves the generalized PAW eigenvalue problem `(h + (B + e q) p p†) φ
= e S φ` for every augmentation charge `q`. -/
theorem paw_eigen [DecidableEq n] (H : IsReference h dV e φ) (q : ℝ) :
    (h + nonlocalTerm h dV e φ q) *ᵥ φ = (e : ℂ) • (overlap h dV e φ q *ᵥ φ) := by
  -- the definition of `p` gives `h φ = e φ - B p`
  have h1 : h *ᵥ φ = (e : ℂ) • φ - strength dV φ • projector h dV e φ := by
    rw [projector, smul_inv_smul₀ H.nonzero, residual, sub_sub_cancel]
  rw [nonlocalTerm, overlap, Matrix.add_mulVec, Matrix.add_mulVec, Matrix.one_mulVec,
    smul_dyad_mulVec, smul_dyad_mulVec, projector_dual H, h1]
  module
```

The same calculation shows what is lost when S is replaced by the identity. The PAW Hamiltonian sends φ to e φ + e q p, which equals e φ exactly when

e q p = 0.

Duality rules out p = 0, since the inner product of the zero vector with φ could not be 1. Hence φ is an ordinary eigenvector at energy e if and only if e = 0 or q = 0. The first case depends on where the zero of energy is placed, so it has no physical weight. The proof first establishes p ≠ 0, then reduces the equation to the vanishing of a product.

```lean
/-- For a reference state, `φ` is an ordinary eigenvector of the PAW Hamiltonian with energy `e`
exactly when `e = 0` or the augmentation charge vanishes. -/
theorem ordinary_eigen_iff (H : IsReference h dV e φ) (q : ℝ) :
    (h + nonlocalTerm h dV e φ q) *ᵥ φ = (e : ℂ) • φ ↔ e = 0 ∨ q = 0 := by
  classical
  have hp : projector h dV e φ ≠ 0 := by
    intro h0
    have h1 := projector_dual H
    simp [h0] at h1
  rw [paw_eigen H, overlap, Matrix.add_mulVec, Matrix.one_mulVec, smul_dyad_mulVec,
    projector_dual H, mul_one, smul_add, add_eq_left, smul_eq_zero, smul_eq_zero]
  simp [hp]
```

## Zero charge gives the Kleinman-Bylander form

At q = 0 the nonlocal term is B p p†. With p = dV φ/B and B real,

B p p† = B (dV φ)(dV φ)†/B² = dV φ φ† dV / B.

In the proof, `hdy` is the identity dV φ φ† dV = (dV φ)(dV φ)†, which uses the Hermiticity of dV. The equation `hs` takes the real factor 1/B through the conjugation, and `field_simp` cancels one power of B in each matrix element.

```lean
/-- For a reference state, the nonlocal PAW term without augmentation charge is the
Kleinman-Bylander operator. -/
theorem nonlocalTerm_zero (H : IsReference h dV e φ) :
    nonlocalTerm h dV e φ 0 = kleinmanBylander dV φ := by
  have hB := H.nonzero
  have hdy : dV * dyad φ * dV = dyad (dV *ᵥ φ) := by
    unfold dyad
    rw [Matrix.mul_vecMulVec, Matrix.vecMulVec_mul, Matrix.star_mulVec, H.hermitian.eq]
  have hs : star ((strength dV φ)⁻¹ • (dV *ᵥ φ)) =
      (strength dV φ)⁻¹ • star (dV *ᵥ φ) := by
    rw [star_smul, star_inv₀, strength_real H.hermitian]
  rw [nonlocalTerm, kleinmanBylander, hdy, projector, residual_eq H]
  unfold dyad
  rw [hs]
  ext i j
  simp only [Matrix.smul_apply, Matrix.vecMulVec_apply, Pi.smul_apply, smul_eq_mul,
    Complex.ofReal_zero, mul_zero, add_zero]
  field_simp
```

It remains to show that S = 1 only for q = 0. If S = 1, the formula for the augmented norm becomes

⟨φ, φ⟩ = ⟨φ, φ⟩ + q,

so q = 0. The converse is immediate from the definition of S.

The theorem below combines five statements about a reference state and a real charge q: duality, the generalised eigenvalue equation, the equivalence of S = 1 with q = 0, the Kleinman-Bylander form at q = 0, and the ordinary eigenvalue equation

(h + dV φ φ† dV / B) φ = e φ.

The last one follows from the criterion for ordinary eigenvectors, taken at q = 0.

```lean
/-- One-projector PAW and Kleinman-Bylander, for a reference state: `⟨p, φ⟩ = 1`, `φ` solves the
generalized PAW problem at energy `e`, `S = 1` exactly when `q = 0`, and the nonlocal term at `q =
0` is the Kleinman-Bylander operator, which together with `h` has the eigenpair `(e, φ)`. -/
theorem paw_reduces_to_kleinmanBylander [DecidableEq n] (H : IsReference h dV e φ) (q : ℝ) :
    star (projector h dV e φ) ⬝ᵥ φ = 1 ∧
    (h + nonlocalTerm h dV e φ q) *ᵥ φ = (e : ℂ) • (overlap h dV e φ q *ᵥ φ) ∧
    (overlap h dV e φ q = 1 ↔ q = 0) ∧
    nonlocalTerm h dV e φ 0 = kleinmanBylander dV φ ∧
    (h + kleinmanBylander dV φ) *ᵥ φ = (e : ℂ) • φ := by
  refine ⟨projector_dual H, paw_eigen H q, ⟨fun hS => ?_, fun hq => ?_⟩,
    nonlocalTerm_zero H, ?_⟩
  · -- compare the PAW norm of `φ` with its plain norm
    have h1 := overlap_norm H q
    rw [hS, Matrix.one_mulVec] at h1
    exact Complex.ofReal_eq_zero.mp (left_eq_add.mp h1)
  · rw [hq, overlap, Complex.ofReal_zero, zero_smul, add_zero]
  · rw [← nonlocalTerm_zero H]
    exact (ordinary_eigen_iff H 0).mpr (Or.inr rfl)
```

For electronic-structure calculations this means that, with fixed potentials and a finite basis, a one-projector Kleinman-Bylander pseudopotential can be treated as the zero-charge case of a one-projector PAW Hamiltonian. The eigenvalue equations in the theorem concern the reference state alone. The theorem does not say where e lies in the spectrum, so it does not exclude ghost states below it, and it makes no statement about transferability to other energies. Nor does it require S to be positive definite, which a physical overlap operator should be; a sufficiently negative q violates this.

## A two-level example

Let h have rows (0, 1) and (1, 2), and let dV = diag(2, 0). Then h + dV has rows (2, 1) and (1, 2), and φ = (1, 1) is an eigenvector with e = 3. The quantities defined above are

B = 2,

χ = 3 (1, 1) − (1, 3) = (2, 0),

p = (1, 0).

Indeed χ = dV φ and ⟨p, φ⟩ = 1. The Kleinman-Bylander operator is

(2, 0)(2, 0)†/2 = diag(2, 0),

which here equals dV itself, because dV already has rank one.

Now set q = 1. The overlap is S = diag(2, 1), the coefficient B + e q is 5, and the PAW Hamiltonian has rows (5, 1) and (1, 2). It sends φ to (6, 3), which is 3 S φ. The generalised eigenvalues E solve

(5 − 2E)(2 − E) − 1 = 2E² − 9E + 9 = 0,

so E = 3 or E = 3/2. The reference energy is reproduced, while the other level has moved from its value 1 at q = 0. Without S, the same Hamiltonian has the eigenvalues (7 ± √13)/2, about 5.30 and 1.70, and the reference energy 3 is missing.

The vector φ has squared norm 2. For the normalised state (1, 1)/√2 the values are B = 1 and p = (√2, 0), and the Kleinman-Bylander operator is unchanged. The overlap diag(2, 1) then corresponds to the charge q = 1/2, because q scales with the squared norm of φ.

The Lean statement verifies that this h, dV, e and φ meet all the conditions on a reference state. It checks Hermiticity and the eigenvalue equation entry by entry, and evaluates B to see that it is nonzero.

```lean
/-- A two-level reference state: `h` has rows `(0, 1)` and `(1, 2)`, `dV = diag(2, 0)`,
`φ = (1, 1)` and `e = 3`. -/
theorem isReference_witness :
    IsReference !![0, 1; 1, 2] !![2, 0; 0, 0] 3 ![1, 1] where
  hermitian := by
    ext i j
    fin_cases i <;> fin_cases j <;> simp
  eigen := by
    ext i
    fin_cases i <;> simp [Matrix.mulVec, dotProduct, Fin.sum_univ_succ] <;> norm_num
  nonzero := by
    simp [strength, Matrix.mulVec, dotProduct, Fin.sum_univ_succ]

end

end PAWKleinmanBylander
```

```lean
#print axioms PAWKleinmanBylander.hamiltonian_isHermitian
#print axioms PAWKleinmanBylander.paw_reduces_to_kleinmanBylander
```

```
'PAWKleinmanBylander.hamiltonian_isHermitian' depends on axioms: [propext, Classical.choice, Quot.sound]
'PAWKleinmanBylander.paw_reduces_to_kleinmanBylander' depends on axioms: [propext, Classical.choice, Quot.sound]
```
